# The exponential of a complex multiple of Pauli Z is diagonal, with entries e^c and e^(−c)

For the Pauli matrix Z of a single two-level system, the lemma states that exp(cZ) is the 2×2 diagonal matrix with entries e^c and e^(−c). The number c is any complex number, so the exponential need not be unitary; it is when c is purely imaginary, as in a spin rotation about the z axis. The attempt first shows that cZ is the diagonal matrix with entries c and −c. It then uses `Matrix.exp_diagonal` to move the exponential onto the vector of diagonal entries, and compares the two sides entry by entry.

Lean 4 with Mathlib refuses this proof:

```lean
import Mathlib

open scoped Real

namespace ExpSmulPauliZ

noncomputable section

/-- The Pauli matrix Z. -/
def pauliZ : Matrix (Fin 2) (Fin 2) ℂ := !![1, 0; 0, -1]

/-- The exponential of a complex multiple of Z is diagonal. -/
theorem exp_smul_pauliZ (c : ℂ) :
    NormedSpace.exp (c • pauliZ) = !![Complex.exp c, 0; 0, Complex.exp (-c)] := by
  have h : c • pauliZ = Matrix.diagonal ![c, -c] := by
    ext i j
    fin_cases i <;> fin_cases j <;> simp [pauliZ]
  rw [h, Matrix.exp_diagonal]
  ext i j
  fin_cases i <;> fin_cases j <;> simp [Pi.exp_apply, Complex.exp_eq_exp_ℂ]

end

end ExpSmulPauliZ
```

Lean reports:

```
Main.lean:20:40: error(lean.unknownIdentifier): Unknown identifier `Pi.exp_apply`
Main.lean:20:40: error(lean.unknownIdentifier): Unknown identifier `Pi.exp_apply`
Main.lean:20:40: error(lean.unknownIdentifier): Unknown identifier `Pi.exp_apply`
Main.lean:20:40: error(lean.unknownIdentifier): Unknown identifier `Pi.exp_apply`
```

As a diff, the version that Lean accepts:

```diff
@@ -16,7 +16,18 @@
     ext i j
     fin_cases i <;> fin_cases j <;> simp [pauliZ]
-  rw [h, Matrix.exp_diagonal]
+  -- the exponential of a function is taken pointwise
+  have hexp : NormedSpace.exp (![c, -c] : Fin 2 → ℂ) =
+      ![Complex.exp c, Complex.exp (-c)] := by
+    ext i
+    have hi : NormedSpace.exp (![c, -c] : Fin 2 → ℂ) i =
+        Complex.exp ((![c, -c] : Fin 2 → ℂ) i) := by
+      rw [Complex.exp_eq_exp_ℂ]
+      exact NormedSpace.map_exp (Pi.evalRingHom (fun _ : Fin 2 => ℂ) i)
+        (continuous_apply i) (![c, -c] : Fin 2 → ℂ)
+    rw [hi]
+    fin_cases i <;> rfl
+  rw [h, Matrix.exp_diagonal, hexp]
   ext i j
-  fin_cases i <;> fin_cases j <;> simp [Pi.exp_apply, Complex.exp_eq_exp_ℂ]
+  fin_cases i <;> fin_cases j <;> simp
 
 end
```

What went wrong. All four messages say the same thing: Lean finds no declaration under the name `Pi.exp_apply` in this file. The error appears four times because `<;>` runs the last `simp` once for each of the four matrix entries.

The name was meant to supply a step the proof does need. After `Matrix.exp_diagonal`, the exponential acts on the vector `![c, -c]`, which is a function on `Fin 2`, and one must know that it is taken component by component.

The repair proves this as `hexp`. Evaluation at an index `i` is a continuous ring homomorphism, so `NormedSpace.map_exp` lets it pass through the exponential. `Complex.exp_eq_exp_ℂ`, now used here instead of in the last `simp`, identifies `Complex.exp` with `NormedSpace.exp` on the complex numbers. Rewriting with `hexp` then puts `Complex.exp c` and `Complex.exp (-c)` on the diagonal, and a plain `simp` closes the four entries without the missing name.
